# Bond sums reproduce a differentiable energy exactly when it is positively homogeneous of degree one

A bond order can be introduced as an element of a density matrix or as a derivative of the energy. Here it is the derivative. Let $E$ be a real function of real $n\times n$ Hamiltonian matrices $H$, and let $e_{ij}$ be the matrix with a single 1 in position $(i,j)$. The bond order and the bond sum are

$$\Theta_{ij}(H)=\left.\frac{d}{ds}E(H+s\,e_{ij})\right|_{s=0},\qquad B(H)=\sum_{i,j}H_{ij}\,\Theta_{ij}(H).$$

If $E$ is differentiable at every $H\neq0$, then $B(H)=E(H)$ for all $H\ne0$ if and only if $E(tH)=tE(H)$ for all $t>0$ and $H\neq 0$. For a bond-order potential on a finite set of real orbitals, this tells us when an approximate energy can be split exactly into matrix elements times its own derivatives.

## All matrix elements vary independently

The finite type `ι` labels the orbitals, and `Matrix ι ι ℝ` contains all real matrices, symmetric or not. For $i\neq j$, changing $H_{ij}$ therefore leaves $H_{ji}$ fixed. Any spin factor belongs to $E$ and so appears in $\Theta_{ij}$ as well. Complex Hamiltonians and overlap matrices are not treated.

```lean
import Mathlib

open Topology

namespace BondOrderEuler

noncomputable section

attribute [local instance] Matrix.normedAddCommGroup Matrix.normedSpace

variable {ι : Type*} [Fintype ι] [DecidableEq ι]

/-- The bond order of the pair `i, j`: the partial derivative of the energy `E` with respect to
the Hamiltonian matrix element `H i j`, all other elements being held fixed. -/
def bondOrder (E : Matrix ι ι ℝ → ℝ) (H : Matrix ι ι ℝ) (i j : ι) : ℝ :=
  deriv (fun s : ℝ => E (H + s • Matrix.single i j (1 : ℝ))) 0

/-- The sum over all `i, j` of the matrix element `H i j` times its bond order. -/
def bondSum (E : Matrix ι ι ℝ → ℝ) (H : Matrix ι ι ℝ) : ℝ :=
  ∑ i, ∑ j, H i j * bondOrder E H i j
```

The sum in `bondSum` includes $i=j$, so on-site energies are scaled together with the hoppings. Without the diagonal terms the equality generally fails, as the numerical example below shows.

The energy could also have been defined on symmetric matrices only. The independent variables would then be the $H_{ij}$ with $i\le j$, each off-diagonal derivative would combine $\Theta_{ij}+\Theta_{ji}$, and the sum would run over $i\le j$. The total and the scaling criterion would be the same, but the off-diagonal bond orders would be normalised differently.

## Differentiability means no kinks in the energy

Physically, differentiability says that, to first order, the energy responds linearly to every small change of the Hamiltonian. A band energy with a fixed number of doubly occupied orbitals, computed from the symmetric part of $H$, can violate this where the highest occupied and lowest unoccupied levels meet. The equivalence stated at the start, which asks for differentiability at every $H\neq0$, then does not apply. The ray theorem below still does wherever these two levels are separated, because scaling by $t>0$ keeps them apart.

By hand, write a change $X$ as $X=\sum_{ij}X_{ij}e_{ij}$. Linearity of the total derivative $DE(H)$ gives

$$DE(H)[X]=\sum_{i,j}X_{ij}\,DE(H)[e_{ij}]=\sum_{i,j}X_{ij}\,\Theta_{ij}(H).$$

In `response_eq_sum`, `key` identifies each bond order with the derivative along a matrix unit, and `hX` is the expansion of $X$. The closing `simp only` applies linearity.

```lean
/-- Where the energy is differentiable, its first-order response to a change `X` of the
Hamiltonian is the sum of the elements of `X` times the bond orders. -/
theorem response_eq_sum {E : Matrix ι ι ℝ → ℝ} {H : Matrix ι ι ℝ}
    (h : DifferentiableAt ℝ E H) (X : Matrix ι ι ℝ) :
    fderiv ℝ E H X = ∑ i, ∑ j, X i j * bondOrder E H i j := by
  -- each bond order is the derivative along a matrix unit
  have key : ∀ i j, bondOrder E H i j = fderiv ℝ E H (Matrix.single i j (1 : ℝ)) := by
    intro i j
    have hl : HasDerivAt (fun s : ℝ => H + s • Matrix.single i j (1 : ℝ))
        (Matrix.single i j (1 : ℝ)) 0 :=
      (((hasDerivAt_id' (0 : ℝ)).smul_const _).const_add H).congr_deriv (one_smul ℝ _)
    have hE : HasFDerivAt E (fderiv ℝ E H) (H + (0 : ℝ) • Matrix.single i j (1 : ℝ)) := by
      rw [zero_smul, add_zero]
      exact h.hasFDerivAt
    exact (hE.comp_hasDerivAt (0 : ℝ) hl).deriv
  -- expand the change of the Hamiltonian in matrix units
  have hX : X = ∑ i, ∑ j, X i j • Matrix.single i j (1 : ℝ) := by
    conv_lhs => rw [Matrix.matrix_eq_sum_single X]
    simp [Matrix.smul_single]
  conv_lhs => rw [hX]
  simp only [map_sum, map_smul, smul_eq_mul, key]
```

Applying the chain rule to $s\mapsto E(sH)$ at $s=t$, with $X=H$, gives

$$\left.\frac{d}{ds}E(sH)\right|_{s=t}=\sum_{i,j}H_{ij}\,\Theta_{ij}(tH)=\frac{B(tH)}{t}\qquad(t>0).$$

The first equality is `hasDerivAt_scaling`, where `comp_hasDerivAt` is the chain rule.

```lean
/-- If the energy is differentiable at `t • H`, its derivative under uniform scaling of the
Hamiltonian is the sum of the elements of `H` times the bond orders at `t • H`. -/
theorem hasDerivAt_scaling {E : Matrix ι ι ℝ → ℝ} {H : Matrix ι ι ℝ} {t : ℝ}
    (h : DifferentiableAt ℝ E (t • H)) :
    HasDerivAt (fun s : ℝ => E (s • H)) (∑ i, ∑ j, H i j * bondOrder E (t • H) i j) t := by
  rw [← response_eq_sum h H]
  exact h.hasFDerivAt.comp_hasDerivAt t
    (((hasDerivAt_id' t).smul_const H).congr_deriv (one_smul ℝ H))
```

Continuity alone is not enough. For $n\ge2$, take $E(H)=\max(H_{11},H_{12})$, which is continuous and satisfies $E(tH)=tE(H)$ for $t>0$. At $H_{11}=H_{12}=1$, with all other elements zero, neither of these two partial derivatives exists. Lean's `deriv` then returns 0, so the bond sum is 0 while the energy is 1.

## The relation is needed along the whole ray

The next theorem follows one Hamiltonian as all its elements are multiplied by a common $t>0$. Its hypothesis `hE` asks for differentiability only at the points $tH$ of this ray, and the degree $p$ may be any real number. A homogeneous quadratic energy such as $\sum_{ij}H_{ij}^2$, for instance, has $p=2$.

Suppose first that $B(sH)=pE(sH)$ for every $s>0$. Then $g(s)=s^{-p}E(sH)$ has derivative

$$g'(s)=-p\,s^{-p-1}E(sH)+s^{-p}\,\frac{pE(sH)}{s}=0.$$

So $g$ is constant on $s>0$. From $g(t)=g(1)=E(H)$ we obtain $E(tH)=t^pE(H)$.

Conversely, suppose that this scaling law holds for all $t>0$. Differentiating both sides gives

$$\frac{B(tH)}{t}=p\,t^{p-1}E(H),\qquad\text{so}\qquad B(tH)=p\,t^pE(H)=pE(tH).$$

```lean
/-- Along a single ray `t • H`, `t > 0`, on which the energy is differentiable, the bond sum
equals `p` times the energy exactly when the energy scales as `t ^ p`. -/
theorem bondSum_ray_iff {E : Matrix ι ι ℝ → ℝ} {H : Matrix ι ι ℝ} (p : ℝ)
    (hE : ∀ t : ℝ, 0 < t → DifferentiableAt ℝ E (t • H)) :
    (∀ t : ℝ, 0 < t → bondSum E (t • H) = p * E (t • H)) ↔
      ∀ t : ℝ, 0 < t → E (t • H) = t ^ p * E H := by
  have hsum : ∀ t : ℝ, bondSum E (t • H) =
      t * ∑ i, ∑ j, H i j * bondOrder E (t • H) i j := by
    intro t
    simp only [bondSum, Matrix.smul_apply, smul_eq_mul, Finset.mul_sum, mul_assoc]
  constructor
  · intro h t ht
    -- the rescaled energy has zero derivative on the whole ray
    have hd : ∀ s : ℝ, 0 < s → HasDerivAt (fun s : ℝ => s ^ (-p) * E (s • H)) 0 s := by
      intro s hs
      have h1 := (Real.hasDerivAt_rpow_const (p := -p) (Or.inl hs.ne')).fun_mul
        (hasDerivAt_scaling (hE s hs))
      refine h1.congr_deriv ?_
      have h2 := h s hs
      rw [hsum] at h2
      have h3 : ∑ i, ∑ j, H i j * bondOrder E (s • H) i j = p * E (s • H) / s := by
        rw [eq_div_iff hs.ne']
        linarith
      rw [h3, Real.rpow_sub_one hs.ne']
      ring
    have hc := isOpen_Ioi.is_const_of_deriv_eq_zero isPreconnected_Ioi
      (fun s hs => (hd s hs).differentiableAt.differentiableWithinAt)
      (fun s hs => (hd s hs).deriv) (Set.mem_Ioi.mpr ht) (Set.mem_Ioi.mpr one_pos)
    simp only [Real.one_rpow, one_smul, one_mul] at hc
    rw [← hc, Real.rpow_neg ht.le, mul_inv_cancel_left₀ (Real.rpow_pos_of_pos ht p).ne']
  · intro h t ht
    -- differentiate the scaling law at `t`
    have h1 := (Real.hasDerivAt_rpow_const (p := p) (Or.inl ht.ne')).mul_const (E H)
    have heq : (fun s : ℝ => E (s • H)) =ᶠ[𝓝 t] fun s => s ^ p * E H := by
      filter_upwards [Ioi_mem_nhds ht] with s hs
      exact h s hs
    have h2 := (hasDerivAt_scaling (hE t ht)).unique (h1.congr_of_eventuallyEq heq)
    rw [hsum, h2, h t ht, Real.rpow_sub_one ht.ne']
    field_simp
```

Here `hsum` extracts the factor $t$ from the bond sum, `hd` is the calculation $g'=0$, and `hc` compares $g(t)$ with $g(1)$ on the connected open half-line. In the converse, `heq` states that the two functions agree near $t$, and `unique` equates their derivatives.

The relation at a single Hamiltonian does not imply the scaling law. For $n=1$ and $E(h)=h^2+1$, the bond sum is $2h^2$. It equals the energy at $h=1$, yet $E(2)=5\neq2E(1)$.

## Zero is excluded and the scale factor is positive

At $H=0$ all on-site energies and hoppings vanish. Requiring differentiability there as well would be severe. With the degree-one law, continuity at zero gives $E(0)=\lim_{t\to0^+}tE(H)=0$, and the derivative at zero along $H$ is then $E(H)$ itself. The energy would have to be linear in $H$, which rules out square-root energies.

In `bondSum_eq_energy_iff`, `hE` therefore concerns nonzero matrices only, and nothing is said about $E(0)$. The proof sets $p=1$ and applies the ray theorem to each nonzero $H$. Since $tH\neq0$ for $t>0$, the ray never meets the excluded point. For the converse, the ray relation is evaluated at $t=1$.

```lean
/-- For an energy differentiable at all nonzero Hamiltonians, the sum of matrix elements times
bond orders equals the energy at every nonzero `H` if and only if `E (t • H) = t * E H` for all
`t > 0` and all nonzero `H`. -/
theorem bondSum_eq_energy_iff {E : Matrix ι ι ℝ → ℝ}
    (hE : ∀ H, H ≠ 0 → DifferentiableAt ℝ E H) :
    (∀ H, H ≠ 0 → bondSum E H = E H) ↔
      ∀ t : ℝ, 0 < t → ∀ H, H ≠ 0 → E (t • H) = t * E H := by
  -- apply the ray result with degree one to every nonzero Hamiltonian
  have ray := fun (H : Matrix ι ι ℝ) (hH : H ≠ 0) =>
    bondSum_ray_iff (E := E) (H := H) 1 fun s hs => hE _ (smul_ne_zero hs.ne' hH)
  simp only [one_mul, Real.rpow_one] at ray
  constructor
  · intro h t ht H hH
    exact (ray H hH).mp (fun s hs => h _ (smul_ne_zero hs.ne' hH)) t ht
  · intro h H hH
    have h1 := (ray H hH).mpr (fun s hs => h s hs H hH) 1 one_pos
    rwa [one_smul] at h1
```

Positivity of $t$ means that the signs of the matrix elements are kept. The equivalence would fail if the scaling law were also required at $t=-1$: for $n\ge1$, the energy $-\sqrt{\sum_{ij}H_{ij}^2}$ satisfies the bond-sum relation at every nonzero $H$, but $E(-H)=E(H)\neq-E(H)$.

## Degree-one scaling fixes the bond orders along a ray

The hypothesis `hhom` says that the Hamiltonian supplies the only energy scale. The bond orders then stay the same when all matrix elements are multiplied by $t>0$. For $H\neq0$ and small $s$, the matrix $H+s\,e_{ij}$ is still nonzero, hence

$$E(tH+ts\,e_{ij})=tE(H+s\,e_{ij}).$$

Differentiating at $s=0$ gives $t\,\Theta_{ij}(tH)=t\,\Theta_{ij}(H)$, and $t$ cancels. The proof obtains the nonzero neighbourhood in `hne`, the identity in `heq`, and the two derivatives in `h1` and `h2`. Differentiability of $E$ is not assumed: the two derivatives either both exist or both fail to exist, and in the second case Lean's `deriv` sets both bond orders to 0.

```lean
/-- If the energy obeys `E (t • H) = t * E H` for all `t > 0` and nonzero `H`, the bond orders at
a nonzero `H` do not change when `H` is scaled by a positive factor. -/
theorem bondOrder_scale_invariant {E : Matrix ι ι ℝ → ℝ}
    (hhom : ∀ t : ℝ, 0 < t → ∀ H, H ≠ 0 → E (t • H) = t * E H)
    {t : ℝ} (ht : 0 < t) {H : Matrix ι ι ℝ} (hH : H ≠ 0) (i j : ι) :
    bondOrder E (t • H) i j = bondOrder E H i j := by
  have hc : ContinuousAt (fun s : ℝ => H + s • Matrix.single i j (1 : ℝ)) 0 :=
    (((hasDerivAt_id' (0 : ℝ)).smul_const _).const_add H).continuousAt
  have hne : ∀ᶠ s : ℝ in 𝓝 0, H + s • Matrix.single i j (1 : ℝ) ≠ 0 :=
    hc.eventually_ne (by simpa using hH)
  -- near `H` the scaling law holds, so both sides have the same derivative
  have heq : (fun s : ℝ => E (t • H + (t * s) • Matrix.single i j (1 : ℝ))) =ᶠ[𝓝 0]
      fun s => t * E (H + s • Matrix.single i j (1 : ℝ)) := by
    filter_upwards [hne] with s hs
    rw [← hhom t ht _ hs, smul_add, smul_smul]
  have h1 : deriv (fun s : ℝ => E (t • H + (t * s) • Matrix.single i j (1 : ℝ))) 0 =
      t * bondOrder E (t • H) i j := by
    have h := deriv_comp_mul_left t
      (fun s : ℝ => E (t • H + s • Matrix.single i j (1 : ℝ))) 0
    rw [mul_zero] at h
    exact h
  have h2 : deriv (fun s : ℝ => t * E (H + s • Matrix.single i j (1 : ℝ))) 0 =
      t * bondOrder E H i j := deriv_const_mul_field t
  exact mul_left_cancel₀ ht.ne' (h1.symm.trans (heq.deriv_eq.trans h2))
```

An energy with another fixed scale need not have this property. For $n=1$ and $E(h)=h^2/U$ with a fixed energy $U>0$, the bond order $2h/U$ doubles when $h$ does.

## A square-root energy meets every hypothesis

The example is $E(H)=-A\sqrt{\sum_{ij}H_{ij}^2}$, with a dimensionless real constant $A$; for $A>0$ the energy falls as any matrix element grows in magnitude. It takes one square root for the whole matrix, whereas second-moment potentials for metals usually sum one square root per site, with only the hoppings of that site under it. With one orbital per site and the full row sums $\sum_j H_{ij}^2$, on-site element included, under the roots, such a sum has a kink wherever a single row of $H$ vanishes, so `bondSum_eq_energy_iff` does not cover it. At every $H$ without a zero row, `bondSum_ray_iff` with $p=1$ still gives $B(H)=E(H)$.

```lean
/-- The second-moment energy: `-A` times the square root of the sum of all squared matrix
elements. -/
def secondMomentEnergy (A : ℝ) (H : Matrix ι ι ℝ) : ℝ :=
  -A * Real.sqrt (∑ i, ∑ j, H i j ^ 2)
```

A nonzero matrix has some $H_{ij}\neq0$, and $H_{ij}^2$ is at most the full sum of squares. The argument of the root is therefore positive.

```lean
omit [DecidableEq ι] in
/-- The sum of all squared matrix elements of a nonzero Hamiltonian is positive. -/
theorem secondMoment_pos {H : Matrix ι ι ℝ} (hH : H ≠ 0) : 0 < ∑ i, ∑ j, H i j ^ 2 := by
  obtain ⟨i, j, hij⟩ : ∃ i j, H i j ≠ 0 := by
    by_contra hc
    push Not at hc
    exact hH (Matrix.ext hc)
  calc 0 < H i j ^ 2 := by positivity
    _ ≤ ∑ l, H i l ^ 2 := Finset.single_le_sum (f := fun l => H i l ^ 2)
        (fun _ _ => sq_nonneg _) (Finset.mem_univ j)
    _ ≤ ∑ k, ∑ l, H k l ^ 2 := Finset.single_le_sum (f := fun k => ∑ l, H k l ^ 2)
        (fun _ _ => Finset.sum_nonneg fun _ _ => sq_nonneg _) (Finset.mem_univ i)
```

The square root is differentiable at positive arguments, which gives `hdiff`. For $t>0$,

$$E(tH)=-A\sqrt{t^2\sum_{i,j}H_{ij}^2}=tE(H),$$

and the main equivalence then yields $B(H)=E(H)$.

```lean
/-- The second-moment energy is differentiable at every nonzero Hamiltonian, and there its bond
sum equals the energy. -/
theorem secondMomentEnergy_witness (A : ℝ) :
    (∀ H : Matrix ι ι ℝ, H ≠ 0 → DifferentiableAt ℝ (secondMomentEnergy A) H) ∧
      ∀ H : Matrix ι ι ℝ, H ≠ 0 →
        bondSum (secondMomentEnergy A) H = secondMomentEnergy A H := by
  have hdiff : ∀ H : Matrix ι ι ℝ, H ≠ 0 →
      DifferentiableAt ℝ (secondMomentEnergy A) H := by
    intro H hH
    have hentry : ∀ i j, DifferentiableAt ℝ (fun K : Matrix ι ι ℝ => K i j) H := fun i j =>
      (LinearMap.toContinuousLinearMap (Matrix.entryLinearMap ℝ ℝ i j)).differentiableAt
    have hs : DifferentiableAt ℝ (fun K : Matrix ι ι ℝ => ∑ i, ∑ j, K i j ^ 2) H :=
      DifferentiableAt.fun_sum fun i _ => DifferentiableAt.fun_sum fun j _ =>
        (hentry i j).fun_pow 2
    exact (hs.sqrt (secondMoment_pos hH).ne').const_mul (-A)
  refine ⟨hdiff, (bondSum_eq_energy_iff hdiff).mpr ?_⟩
  intro t ht H _
  have h : ∑ i, ∑ j, (t • H) i j ^ 2 = t ^ 2 * ∑ i, ∑ j, H i j ^ 2 := by
    simp only [Matrix.smul_apply, smul_eq_mul, mul_pow, Finset.mul_sum]
  rw [secondMomentEnergy, secondMomentEnergy, h, Real.sqrt_mul (sq_nonneg t),
    Real.sqrt_sq ht.le]
  ring


end

end BondOrderEuler
```

```lean
#print axioms BondOrderEuler.bondSum_eq_energy_iff
-- 'BondOrderEuler.bondSum_eq_energy_iff' depends on axioms: [propext, Classical.choice, Quot.sound]
#print axioms BondOrderEuler.bondOrder_scale_invariant
-- 'BondOrderEuler.bondOrder_scale_invariant' depends on axioms: [propext, Classical.choice, Quot.sound]
```

For numbers, take $A=1$ and

$$H=\begin{pmatrix}1&2\\2&4\end{pmatrix},\qquad \sum_{i,j}H_{ij}^2=25,\qquad E(H)=-5.$$

The bond orders are $\Theta_{ij}=-H_{ij}/5$, that is $-0.2$, $-0.4$, $-0.4$ and $-0.8$. The bond sum is

$$1(-0.2)+2(-0.4)+2(-0.4)+4(-0.8)=-5.$$

The off-diagonal terms alone contribute only $-1.6$. Doubling $H$ changes the energy to $-10$ and leaves all four bond orders as they were. These numbers and the counter-examples above are argued in the text alone.
